# Absorbed flux in one-dimensional scattering from a complex potential

When a potential absorbs particles, the reflection and transmission probabilities no longer have to add up to one. A computed sum of 0.9 may then mean real absorption or a faulty calculation, and the sum alone doesn't tell which. An expression for the lost flux in terms of the wave inside the potential gives a further check: a mismatch reveals an error, though agreement doesn't rule one out.

Let a wave of wavenumber $k>0$ and unit amplitude hit a slab $0\le x\le a$ from the left, with zero potential on both sides of the slab. Inside,

$$\psi''=(U-iW-k^2)\psi ,$$

where $U$ and $W$ are real and equal $2m/\hbar^2$ times the usual energies. A positive $W$ stands for loss into channels that the model leaves out, such as inelastic processes. With reflection amplitude $r$ and transmission amplitude $t$, the claim for continuous $W$ is

$$k\,(1-|r|^2-|t|^2)=\int_0^a W|\psi|^2\,dx .$$

The same balance applies to absorbing potentials at the edge of a simulation grid, here for one particle in one dimension at fixed energy.

## Current lost inside the slab

Write $\varphi=\psi'$ and $J=\operatorname{Im}(\psi^*\varphi)$. Then

$$J'=\operatorname{Im}\big(|\varphi|^2+\psi^*\psi''\big)=\operatorname{Im}\big((U-iW-k^2)|\psi|^2\big)=-W|\psi|^2 .$$

It would be a mistake to let $\psi^*$ obey the same equation as $\psi$, as it does in a real potential. Here $\psi^*$ obeys the equation with $W$ replaced by $-W$; overlooking this makes $J$ constant and loses the absorption.

At an edge where $\psi=A+B$ and $\varphi=ik(A-B)$,

$$J=k\operatorname{Re}\big[(A^*+B^*)(A-B)\big]=k(|A|^2-|B|^2),$$

because $B^*A-A^*B$ is imaginary. The left edge has $A=1$, $B=r$, so $J(0)=k(1-|r|^2)$. The right edge has only the transmitted wave, so $J(a)=k|t|^2$. Integrating $J'$ gives

$$k|t|^2-k(1-|r|^2)=-\int_0^a W|\psi|^2\,dx ,$$

which is the claim after a change of sign.

## The slab and its edges in Lean

```lean
import Mathlib

open Set
open Complex (I)
open scoped ComplexConjugate

namespace ComplexPotentialScattering

noncomputable section
```

The wave and its slope are two functions `ψ` and `φ` from the real line to the complex numbers. Derivatives are taken within `Icc 0 a`, the closed slab, so they are one-sided at the edges and values outside play no role.

```lean
/-- The wave `ψ` with slope `φ` solves `ψ'' = (U - iW - k²) ψ` on the slab `[0, a]`. -/
structure IsStationary (U W : ℝ → ℝ) (k a : ℝ) (ψ φ : ℝ → ℂ) : Prop where
  deriv_psi : ∀ x ∈ Icc 0 a, HasDerivWithinAt ψ (φ x) (Icc 0 a) x
  deriv_phi : ∀ x ∈ Icc 0 a,
    HasDerivWithinAt φ (((U x : ℂ) - I * (W x : ℂ) - (k : ℂ) ^ 2) * ψ x) (Icc 0 a) x
```

The next structure adds the edge conditions. They come from joining $\psi$ and $\psi'$ continuously to $e^{ikx}+re^{-ikx}$ on the left and $te^{ik(x-a)}$ on the right. This joining is the physical step that the Lean model takes as given. The phase of `t` is counted from $x=a$; the textbook amplitude multiplying $e^{ikx}$ is $te^{-ika}$, with the same modulus.

```lean
/-- A stationary wave matched to a unit wave incident from the left, with reflection
amplitude `r` and transmission amplitude `t`. -/
structure IsScattering (U W : ℝ → ℝ) (k a : ℝ) (ψ φ : ℝ → ℂ) (r t : ℂ) : Prop
    extends IsStationary U W k a ψ φ where
  left_value : ψ 0 = 1 + r
  left_slope : φ 0 = I * (k : ℂ) * (1 - r)
  right_value : ψ a = t
  right_slope : φ a = I * (k : ℂ) * t

/-- The probability current `Im (ψ* φ)` of a wave `ψ` with slope `φ`, in units `ħ/m = 1`. -/
def current (ψ φ : ℝ → ℂ) (x : ℝ) : ℝ := (conj (ψ x) * φ x).im
```

## From local loss to flux balance

Lean differentiates the current through real and imaginary parts, using $J=\operatorname{Re}\psi\operatorname{Im}\varphi-\operatorname{Im}\psi\operatorname{Re}\varphi$.

```lean
variable {U W : ℝ → ℝ} {k a : ℝ} {ψ φ : ℝ → ℂ} {r t : ℂ}

/-- The real and imaginary parts of a differentiable wave are differentiated separately. -/
theorem hasDerivWithinAt_re_im {f : ℝ → ℂ} {f' : ℂ} {s : Set ℝ} {x : ℝ}
    (h : HasDerivWithinAt f f' s x) :
    HasDerivWithinAt (fun y => (f y).re) f'.re s x ∧
      HasDerivWithinAt (fun y => (f y).im) f'.im s x :=
  ⟨Complex.reCLM.hasFDerivAt.comp_hasDerivWithinAt x h,
    Complex.imCLM.hasFDerivAt.comp_hasDerivWithinAt x h⟩
```

The product rule then gives $J'$, and the final `ring` cancels $U$ and $k^2$. Continuity of $U$ isn't a separate assumption, but the wave equation must hold at every point, so a jump of $U$ or $W$ inside the slab is excluded wherever $\psi\ne0$. A stepped potential is treated layer by layer: $\psi$ and $\varphi$ are continuous at each joint, so the currents match there and the losses of the layers add up.

```lean
/-- Continuity equation: inside the slab the current of a stationary wave changes at the
rate `-W |ψ|²`. -/
theorem current_deriv (h : IsStationary U W k a ψ φ) {x : ℝ} (hx : x ∈ Icc 0 a) :
    HasDerivWithinAt (current ψ φ) (-(W x * ‖ψ x‖ ^ 2)) (Icc 0 a) x := by
  have hψ := hasDerivWithinAt_re_im (h.deriv_psi x hx)
  have hφ := hasDerivWithinAt_re_im (h.deriv_phi x hx)
  have hfun : current ψ φ =
      fun y => (ψ y).re * (φ y).im - (ψ y).im * (φ y).re := by
    funext y
    simp only [current, Complex.mul_im, Complex.conj_re, Complex.conj_im]
    ring
  rw [hfun]
  refine ((hψ.1.fun_mul hφ.2).fun_sub (hψ.2.fun_mul hφ.1)).congr_deriv ?_
  -- the real part of the potential drops out
  rw [Complex.sq_norm, Complex.normSq_apply]
  simp only [pow_two, Complex.mul_re, Complex.mul_im, Complex.sub_re, Complex.sub_im,
    Complex.I_re, Complex.I_im, Complex.ofReal_re, Complex.ofReal_im]
  ring
```

The edge current is the algebra above, for any complex $A$ and $B$.

```lean
/-- A wave with value `A + B` and slope `ik(A - B)` at a point carries the current
`k(|A|² - |B|²)` there. -/
theorem plane_wave_current (k : ℝ) (A B : ℂ) :
    (conj (A + B) * (I * (k : ℂ) * (A - B))).im = k * (‖A‖ ^ 2 - ‖B‖ ^ 2) := by
  simp only [Complex.sq_norm, Complex.normSq_apply, Complex.mul_re, Complex.mul_im,
    Complex.conj_re, Complex.conj_im, Complex.add_re, Complex.add_im, Complex.sub_re,
    Complex.sub_im, Complex.I_re, Complex.I_im, Complex.ofReal_re, Complex.ofReal_im]
  ring
```

With waves entering from both sides, $A$ and $D$ come in while $B$ and $C$ go out. Continuity of `W` makes the integrand continuous, and the fundamental theorem of calculus equates the integral of $J'$ with $J(a)-J(0)$. The lemmas `c0` and `c1` insert the edge currents.

```lean
/-- Flux balance for waves `A`, `D` entering from left and right and `B`, `C` leaving to left
and right: for continuous `W`, incoming minus outgoing flux is the integral of `W |ψ|²`. -/
theorem flux_balance (h : IsStationary U W k a ψ φ) (ha : 0 ≤ a)
    (hW : ContinuousOn W (Icc 0 a)) {A B C D : ℂ}
    (h0 : ψ 0 = A + B) (h0' : φ 0 = I * (k : ℂ) * (A - B))
    (h1 : ψ a = C + D) (h1' : φ a = I * (k : ℂ) * (C - D)) :
    k * ((‖A‖ ^ 2 + ‖D‖ ^ 2) - (‖B‖ ^ 2 + ‖C‖ ^ 2)) =
      ∫ x in (0 : ℝ)..a, W x * ‖ψ x‖ ^ 2 := by
  have hψ : ContinuousOn ψ (Icc 0 a) := fun x hx => (h.deriv_psi x hx).continuousWithinAt
  have hc : ContinuousOn (fun x => -(W x * ‖ψ x‖ ^ 2)) (Icc 0 a) :=
    (hW.mul (hψ.norm.pow 2)).neg
  -- integrate the continuity equation across the slab
  have e := intervalIntegral.integral_eq_sub_of_hasDerivAt_of_le ha
    (fun x hx => (current_deriv h hx).continuousWithinAt)
    (fun x hx => (current_deriv h (Ioo_subset_Icc_self hx)).hasDerivAt
      (Icc_mem_nhds hx.1 hx.2))
    (hc.intervalIntegrable_of_Icc ha)
  have c0 : current ψ φ 0 = k * (‖A‖ ^ 2 - ‖B‖ ^ 2) := by
    rw [current, h0, h0', plane_wave_current]
  have c1 : current ψ φ a = k * (‖C‖ ^ 2 - ‖D‖ ^ 2) := by
    rw [current, h1, h1', plane_wave_current]
  rw [intervalIntegral.integral_neg, c0, c1] at e
  linarith
```

Setting $A=1$, $B=r$, $C=t$, $D=0$ gives the claim. The theorem assumes a solution with these edge values, and allows any real `k` and any `a ≥ 0`.

```lean
/-- For a unit wave incident on a slab with continuous `W`, the flux missing from reflection
and transmission is the integral of `W |ψ|²`. -/
theorem absorbed_flux (h : IsScattering U W k a ψ φ r t) (ha : 0 ≤ a)
    (hW : ContinuousOn W (Icc 0 a)) :
    k * (1 - ‖r‖ ^ 2 - ‖t‖ ^ 2) = ∫ x in (0 : ℝ)..a, W x * ‖ψ x‖ ^ 2 := by
  have e := flux_balance h.toIsStationary ha hW (A := 1) (B := r) (C := t) (D := 0)
    h.left_value h.left_slope (by rw [h.right_value, add_zero])
    (by rw [h.right_slope, sub_zero])
  rw [← e, norm_one, norm_zero]
  ring
```

If $W\ge 0$ and $k>0$, the integral is nonnegative, and dividing by $k$ bounds the sum of probabilities.

```lean
/-- If `W` is continuous and nowhere negative on the slab and `k > 0`, reflection and
transmission probabilities add up to at most one. -/
theorem reflection_add_transmission_le_one (h : IsScattering U W k a ψ φ r t) (hk : 0 < k)
    (ha : 0 ≤ a) (hW : ContinuousOn W (Icc 0 a)) (hpos : ∀ x ∈ Icc 0 a, 0 ≤ W x) :
    ‖r‖ ^ 2 + ‖t‖ ^ 2 ≤ 1 := by
  have e := absorbed_flux h ha hW
  have i : 0 ≤ ∫ x in (0 : ℝ)..a, W x * ‖ψ x‖ ^ 2 :=
    intervalIntegral.integral_nonneg ha fun x hx => mul_nonneg (hpos x hx) (sq_nonneg _)
  rw [← e] at i
  have := nonneg_of_mul_nonneg_right i hk
  linarith
```

If $W=0$, the integral vanishes and the sum equals one.

```lean
/-- For a real potential on a slab `[0, a]` with `a ≥ 0`, and for `k ≠ 0`, reflection and
transmission probabilities add up to one. -/
theorem reflection_add_transmission_eq_one (h : IsScattering U (fun _ => 0) k a ψ φ r t)
    (hk : k ≠ 0) (ha : 0 ≤ a) : ‖r‖ ^ 2 + ‖t‖ ^ 2 = 1 := by
  have e := absorbed_flux h ha continuousOn_const
  simp only [zero_mul, intervalIntegral.integral_zero] at e
  have := (mul_eq_zero.mp e).resolve_left hk
  linarith
```

## A slab that absorbs without reflecting

An explicit solution shows that the scattering conditions can be met with real absorption. Measure lengths in a fixed unit, so that $x$, $a$ and $k$ are pure numbers, and take $\psi=\exp(ikx-ax^2/2+x^3/3)$.

```lean
/-- The wave `exp (ikx - a x²/2 + x³/3)`. -/
def absorberWave (k a x : ℝ) : ℂ :=
  Complex.exp (I * (k : ℂ) * (x : ℂ) - (a : ℂ) / 2 * (x : ℂ) ^ 2 + 1 / 3 * (x : ℂ) ^ 3)
```

Its slope is $\psi'=(ik-x(a-x))\psi$, and differentiating again gives

$$\psi''=\big[x^2(a-x)^2-(a-2x)-2ik\,x(a-x)-k^2\big]\psi .$$

Reading off the bracket gives $U=x^2(a-x)^2-(a-2x)$ and $W=2k\,x(a-x)$, which is positive inside the slab for $k,a>0$. At both edges $x(a-x)=0$, so $\psi'=ik\psi$; hence $r=0$ and $t=e^{ika-a^3/6}$. The lost fraction is $1-e^{-a^3/3}$. Since $W$ contains $k$, the slab is built for one energy, and $r=0$ is shown only at that energy and for a wave from the left.

In the proof, `hw` and `hq` supply the derivatives of the wave and of its prefactor, and `linear_combination` uses $i^2=-1$ to match the potential.

```lean
/-- The slab with `U = x²(a - x)² - (a - 2x)` and `W = 2k x(a - x)` has a scattering wave with
`r = 0` and `t = exp (ika - a³/6)`. -/
theorem reflectionless_absorber_witness (k a : ℝ) :
    IsScattering (fun x => (x * (a - x)) ^ 2 - (a - 2 * x)) (fun x => 2 * k * (x * (a - x)))
      k a (absorberWave k a)
      (fun x => (I * (k : ℂ) - (x : ℂ) * ((a : ℂ) - (x : ℂ))) * absorberWave k a x)
      0 (Complex.exp (I * (k : ℂ) * (a : ℂ) - (a : ℂ) ^ 3 / 6)) := by
  have hw : ∀ x : ℝ, HasDerivAt (absorberWave k a)
      ((I * (k : ℂ) - (x : ℂ) * ((a : ℂ) - (x : ℂ))) * absorberWave k a x) x := by
    intro x
    have hp : HasDerivAt
        (fun z : ℂ => I * (k : ℂ) * z - (a : ℂ) / 2 * z ^ 2 + 1 / 3 * z ^ 3)
        (I * (k : ℂ) - (x : ℂ) * ((a : ℂ) - (x : ℂ))) (x : ℂ) := by
      refine ((((hasDerivAt_id' (x : ℂ)).const_mul (I * (k : ℂ))).fun_sub
        ((hasDerivAt_pow 2 (x : ℂ)).const_mul ((a : ℂ) / 2))).fun_add
        ((hasDerivAt_pow 3 (x : ℂ)).const_mul (1 / 3 : ℂ))).congr_deriv ?_
      norm_num
      ring
    exact hp.cexp.comp_ofReal.congr_deriv (mul_comm _ _)
  have hq : ∀ x : ℝ, HasDerivAt
      (fun y : ℝ => I * (k : ℂ) - (y : ℂ) * ((a : ℂ) - (y : ℂ)))
      (-((a : ℂ) - 2 * (x : ℂ))) x := by
    intro x
    have hz := ((hasDerivAt_id' (x : ℂ)).fun_mul
      ((hasDerivAt_id' (x : ℂ)).const_sub (a : ℂ))).const_sub (I * (k : ℂ))
    exact hz.comp_ofReal.congr_deriv (by ring)
  have rv : absorberWave k a a = Complex.exp (I * (k : ℂ) * (a : ℂ) - (a : ℂ) ^ 3 / 6) := by
    unfold absorberWave
    congr 1
    ring
  refine
    { deriv_psi := fun x _ => (hw x).hasDerivWithinAt
      deriv_phi := fun x _ => (((hq x).fun_mul (hw x)).congr_deriv ?_).hasDerivWithinAt
      left_value := by simp [absorberWave]
      left_slope := by simp [absorberWave]
      right_value := rv
      right_slope := ?_ }
  · -- the second derivative reproduces the complex potential
    push_cast
    linear_combination ((k : ℂ) ^ 2 * absorberWave k a x) * Complex.I_sq
  · rw [rv]
    ring

end

end ComplexPotentialScattering
```

```lean
#print axioms ComplexPotentialScattering.absorbed_flux
-- 'ComplexPotentialScattering.absorbed_flux' depends on axioms: [propext, Classical.choice, Quot.sound]
#print axioms ComplexPotentialScattering.reflection_add_transmission_le_one
-- 'ComplexPotentialScattering.reflection_add_transmission_le_one' depends on axioms: [propext, Classical.choice, Quot.sound]
#print axioms ComplexPotentialScattering.reflection_add_transmission_eq_one
-- 'ComplexPotentialScattering.reflection_add_transmission_eq_one' depends on axioms: [propext, Classical.choice, Quot.sound]
```
